# At a simple node with a continuous, nonzero source term, the inverted radial potential diverges

## Can a pseudo-orbital with a node give a usable potential?

Take the radial function \(u(r)=r-r^2\), which has a node at \(r=1\), and ask which s-wave potential \(V\) makes it a solution of \(-u''/2+Vu=eu\) at energy \(e\). Since \(u''=-2\), solving for \(V\) gives

\[
V(r)=e+\frac{-1}{r-r^2}=e+\frac{1}{r(r-1)} .
\]

The potential blows up at the node, and \((r-1)V(r)\to 1\). This \(u\) grows in magnitude at large \(r\) and is not a normalisable orbital; it serves only to show what happens near a node.

I meet the same inversion in shape-consistent effective core potentials, where there is also an angular momentum \(l\) and a term \(X(r)\) for the interaction with the other valence electrons, so that \(V\) collects the nuclear attraction and the effect of the core:

\[
V=e+\frac{u''/2-X}{u}-\frac{l(l+1)}{2r^2}.
\]

I believe that a node of \(u\) at \(r_0>0\) with \(u'(r_0)\neq0\) generally makes \(V\) unbounded, and that \(u'/u\) goes to \(+\infty\) as \(r_0\) is approached from the right. Can this be made rigorous, with the exact strength of the singularity, and checked by machine?

## The node divides a finite source by zero

Yes. Work in atomic units and call the numerator the source, \(S(r)=u''(r)/2-X(r)\). The formula for \(V\) comes from the radial equation

\[
-\tfrac12u''+\Bigl(\frac{l(l+1)}{2r^2}+V\Bigr)u+X=eu .
\]

Conversely, wherever \(u\neq0\), multiplying the formula by \(u\) gives \(Vu=eu+S-\frac{l(l+1)}{2r^2}u\). Inserted on the left of the radial equation, this leaves \(-u''/2+eu+S+X=eu\), as required.

**Strength of the singularity.** Because \(u(r_0)=0\), the definition of the derivative reads

\[
\frac{u(r)}{r-r_0}=\frac{u(r)-u(r_0)}{r-r_0}\longrightarrow u'(r_0)\neq0 .
\]

So \(u\) has no other zero close to \(r_0\). For \(r\neq r_0\) near the node,

\[
(r-r_0)V(r)=(r-r_0)\Bigl(e-\frac{l(l+1)}{2r^2}\Bigr)+\frac{S(r)}{u(r)/(r-r_0)} .
\]

The bracket stays finite because \(r_0>0\), so the first term vanishes in the limit. If \(u''\) and \(X\) are continuous at \(r_0\), then \(S(r)\to S(r_0)\), and

\[
(r-r_0)V(r)\longrightarrow\frac{u''(r_0)/2-X(r_0)}{u'(r_0)} .
\]

**Divergence.** If \(S(r_0)\neq0\), write \(|V|=|(r-r_0)V|\cdot\frac1{|r-r_0|}\). The first factor has a positive limit and the second tends to \(+\infty\), so \(|V|\to\infty\).

**Logarithmic derivative.** Similarly,

\[
\frac{u'(r)}{u(r)}=\frac{u'(r)}{u(r)/(r-r_0)}\cdot\frac1{r-r_0},
\]

where the first factor tends to \(u'(r_0)/u'(r_0)=1\). The quotient therefore goes to \(+\infty\) from the right and to \(-\infty\) from the left, whatever the sign of \(u'(r_0)\).

**Vanishing source.** Suppose instead that \(S(r_0)=0\) and that \(S\) has derivative \(s\) at \(r_0\). Then numerator and denominator both have a zero there, and

\[
\frac{S(r)}{u(r)}=\frac{S(r)/(r-r_0)}{u(r)/(r-r_0)}\longrightarrow\frac{s}{u'(r_0)},
\qquad
V(r)\longrightarrow e-\frac{l(l+1)}{2r_0^2}+\frac{s}{u'(r_0)} .
\]

A function with a finite limit is bounded near the point. For a source differentiable at the node, \(V\) is thus bounded near it exactly when \(S(r_0)=0\).

The opening example shows this case if \(X=0\) is replaced by \(X(r)=-r\). Then \(S=r-1\), the factor \(r-1\) cancels, and for \(l=0\) the potential is \(V=e-1/r\), which is perfectly regular at \(r=1\).

For a single-channel inversion with prescribed \(u\) and \(X\), this means that a simple node left in the pseudo-orbital puts a \(1/(r-r_0)\) singularity into the effective core potential unless the source vanishes there too. It does vanish whenever \(u\) already solves the radial equation above with the same \(X\) and some potential bounded near \(r_0\), since \(S\) is then a bounded function times \(u\).

## The Lean file

```lean
import Mathlib

open Filter Topology Set

namespace ShapeConsistentNode

noncomputable section

/-- The numerator `u''/2 - X` of the inverted radial equation, for an orbital `u` and an
interaction term `X`. -/
def source (u X : ℝ → ℝ) (r : ℝ) : ℝ := deriv (deriv u) r / 2 - X r

/-- The potential obtained by inverting the radial equation for the orbital `u` with energy `e`,
angular momentum `l` and interaction term `X`. -/
def invertedPotential (e : ℝ) (l : ℕ) (u X : ℝ → ℝ) (r : ℝ) : ℝ :=
  e + source u X r / u r - l * (l + 1) / (2 * r ^ 2)

/-- Wherever the orbital does not vanish, it satisfies the radial equation with the inverted
potential. -/
theorem invertedPotential_solves (e : ℝ) (l : ℕ) (u X : ℝ → ℝ) {r : ℝ} (h : u r ≠ 0) :
    -deriv (deriv u) r / 2 + (l * (l + 1) / (2 * r ^ 2) + invertedPotential e l u X r) * u r
      + X r = e * u r := by
  have hs : source u X r / u r * u r = source u X r := div_mul_cancel₀ _ h
  have hd : source u X r = deriv (deriv u) r / 2 - X r := rfl
  unfold invertedPotential
  linear_combination hs + hd

/-- Near a zero `r₀` of a differentiable function, the ratio of the function to `r - r₀` tends to
its slope at `r₀`. -/
theorem slope_at_node {f : ℝ → ℝ} {d r₀ : ℝ} (hf : HasDerivAt f d r₀) (h0 : f r₀ = 0) :
    Tendsto (fun r => f r / (r - r₀)) (𝓝[≠] r₀) (𝓝 d) := by
  refine (hasDerivAt_iff_tendsto_slope.1 hf).congr fun r => ?_
  rw [slope_def_field, h0, sub_zero]

/-- A twice continuously differentiable radial orbital has a derivative at each positive radius,
and its first and second derivatives are continuous there. -/
theorem orbital_regular {u : ℝ → ℝ} {r₀ : ℝ} (hu : ContDiffOn ℝ 2 u (Ioi 0)) (hr : 0 < r₀) :
    HasDerivAt u (deriv u r₀) r₀ ∧ ContinuousAt (deriv u) r₀ ∧
      ContinuousAt (deriv (deriv u)) r₀ := by
  have h1 : ContDiffOn ℝ 1 (deriv u) (Ioi 0) :=
    hu.deriv_of_isOpen isOpen_Ioi (by norm_num)
  exact ⟨((hu.differentiableOn (by norm_num)).differentiableAt (Ioi_mem_nhds hr)).hasDerivAt,
    h1.continuousOn.continuousAt (Ioi_mem_nhds hr),
    (h1.continuousOn_deriv_of_isOpen isOpen_Ioi le_rfl).continuousAt (Ioi_mem_nhds hr)⟩

/-- A node with nonzero slope is isolated: the orbital does not vanish at nearby radii other
than `r₀`. -/
theorem node_isolated {u : ℝ → ℝ} {d r₀ : ℝ} (hu : HasDerivAt u d r₀) (h0 : u r₀ = 0)
    (hd : d ≠ 0) : ∀ᶠ r in 𝓝[≠] r₀, u r ≠ 0 := by
  filter_upwards [(slope_at_node hu h0).eventually_ne hd] with r hr hz
  exact hr (by rw [hz, zero_div])

/-- At a simple node `r₀ > 0` of a twice continuously differentiable orbital, with `X` continuous at
`r₀`, `(r - r₀) V(r)` tends to `(u''(r₀)/2 - X(r₀)) / u'(r₀)`. -/
theorem invertedPotential_residue (e : ℝ) (l : ℕ) {u X : ℝ → ℝ} {r₀ : ℝ}
    (hu : ContDiffOn ℝ 2 u (Ioi 0)) (hX : ContinuousAt X r₀) (hr : 0 < r₀)
    (h0 : u r₀ = 0) (hd : deriv u r₀ ≠ 0) :
    Tendsto (fun r => (r - r₀) * invertedPotential e l u X r) (𝓝[≠] r₀)
      (𝓝 (source u X r₀ / deriv u r₀)) := by
  obtain ⟨h1, -, h3⟩ := orbital_regular hu hr
  have hs : Tendsto (source u X) (𝓝 r₀) (𝓝 (source u X r₀)) := (h3.div_const 2).sub hX
  have h2 : 2 * r₀ ^ 2 ≠ 0 := by positivity
  have hb : ContinuousAt (fun r : ℝ => e - (l : ℝ) * (l + 1) / (2 * r ^ 2)) r₀ :=
    continuousAt_const.sub (continuousAt_const.div (by fun_prop) h2)
  have hz : Tendsto (fun r : ℝ => r - r₀) (𝓝 r₀) (𝓝 0) :=
    Continuous.tendsto' (by fun_prop) _ _ (sub_self r₀)
  -- the regular background is suppressed by `r - r₀`, the source term survives
  have key := ((hz.mul hb.tendsto).mono_left nhdsWithin_le_nhds).add
    ((hs.mono_left nhdsWithin_le_nhds).div (slope_at_node h1 h0) hd)
  rw [zero_mul, zero_add] at key
  refine key.congr fun r => ?_
  simp only [Pi.div_apply, invertedPotential]
  rw [div_div_eq_mul_div]
  ring

/-- If a twice continuously differentiable orbital has a simple node at a positive radius, and `X`
is continuous and `u''/2 - X` nonzero there, the magnitude of the inverted potential tends to
infinity there. -/
theorem invertedPotential_unbounded (e : ℝ) (l : ℕ) {u X : ℝ → ℝ} {r₀ : ℝ}
    (hu : ContDiffOn ℝ 2 u (Ioi 0)) (hX : ContinuousAt X r₀) (hr : 0 < r₀)
    (h0 : u r₀ = 0) (hd : deriv u r₀ ≠ 0) (hs : source u X r₀ ≠ 0) :
    Tendsto (fun r => |invertedPotential e l u X r|) (𝓝[≠] r₀) atTop := by
  have hz : Tendsto (fun r : ℝ => |r - r₀|) (𝓝 r₀) (𝓝 0) :=
    Continuous.tendsto' (by fun_prop) _ _ (by simp)
  have hp : Tendsto (fun r : ℝ => |r - r₀|) (𝓝[≠] r₀) (𝓝[>] 0) := by
    refine tendsto_nhdsWithin_iff.2 ⟨hz.mono_left nhdsWithin_le_nhds, ?_⟩
    filter_upwards [self_mem_nhdsWithin] with r hr'
    exact abs_pos.2 (sub_ne_zero.2 hr')
  have key := Tendsto.pos_mul_atTop (abs_pos.2 (div_ne_zero hs hd))
    (invertedPotential_residue e l hu hX hr h0 hd).abs (tendsto_inv_nhdsGT_zero.comp hp)
  refine key.congr' ?_
  filter_upwards [self_mem_nhdsWithin] with r hr'
  have hne : |r - r₀| ≠ 0 := abs_ne_zero.2 (sub_ne_zero.2 hr')
  simp only [Function.comp_apply, abs_mul]
  field_simp

/-- At a simple node, at positive radius, of a twice continuously differentiable orbital, the
logarithmic derivative `u'/u` tends to plus infinity from the right and to minus infinity from the
left. -/
theorem logDerivative_at_node {u : ℝ → ℝ} {r₀ : ℝ} (hu : ContDiffOn ℝ 2 u (Ioi 0))
    (hr : 0 < r₀) (h0 : u r₀ = 0) (hd : deriv u r₀ ≠ 0) :
    Tendsto (fun r => deriv u r / u r) (𝓝[>] r₀) atTop ∧
      Tendsto (fun r => deriv u r / u r) (𝓝[<] r₀) atBot := by
  obtain ⟨h1, h2, -⟩ := orbital_regular hu hr
  -- `(r - r₀) u'/u` tends to one, whatever the sign of the slope
  have hone : Tendsto (fun r => deriv u r / (u r / (r - r₀))) (𝓝[≠] r₀) (𝓝 1) := by
    have h := (h2.tendsto.mono_left nhdsWithin_le_nhds).div (slope_at_node h1 h0) hd
    rw [div_self hd] at h
    exact h
  have hz : Tendsto (fun r : ℝ => r - r₀) (𝓝 r₀) (𝓝 0) :=
    Continuous.tendsto' (by fun_prop) _ _ (sub_self r₀)
  have heq : ∀ r, r ≠ r₀ →
      deriv u r / (u r / (r - r₀)) * (r - r₀)⁻¹ = deriv u r / u r := by
    intro r hne
    have hne' : r - r₀ ≠ 0 := sub_ne_zero.2 hne
    rw [div_div_eq_mul_div, div_mul_eq_mul_div, mul_assoc, mul_inv_cancel₀ hne', mul_one]
  constructor
  · have hp : Tendsto (fun r : ℝ => r - r₀) (𝓝[>] r₀) (𝓝[>] 0) := by
      refine tendsto_nhdsWithin_iff.2 ⟨hz.mono_left nhdsWithin_le_nhds, ?_⟩
      filter_upwards [self_mem_nhdsWithin] with r hr'
      exact mem_Ioi.2 (sub_pos.2 (mem_Ioi.1 hr'))
    refine (Tendsto.pos_mul_atTop one_pos (hone.mono_left (nhdsWithin_mono _
      fun x hx => (mem_Ioi.1 hx).ne')) (tendsto_inv_nhdsGT_zero.comp hp)).congr' ?_
    filter_upwards [self_mem_nhdsWithin] with r hr'
    exact heq r (mem_Ioi.1 hr').ne'
  · have hp : Tendsto (fun r : ℝ => r - r₀) (𝓝[<] r₀) (𝓝[<] 0) := by
      refine tendsto_nhdsWithin_iff.2 ⟨hz.mono_left nhdsWithin_le_nhds, ?_⟩
      filter_upwards [self_mem_nhdsWithin] with r hr'
      exact mem_Iio.2 (sub_neg.2 (mem_Iio.1 hr'))
    refine (Tendsto.pos_mul_atBot one_pos (hone.mono_left (nhdsWithin_mono _
      fun x hx => (mem_Iio.1 hx).ne)) (tendsto_inv_nhdsLT_zero.comp hp)).congr' ?_
    filter_upwards [self_mem_nhdsWithin] with r hr'
    exact heq r (mem_Iio.1 hr').ne

/-- If `u''/2 - X` vanishes at a simple node and has slope `s` there, the inverted potential has
a finite limit at the node, with `s` divided by the slope of the orbital as its source term. -/
theorem invertedPotential_finite_limit (e : ℝ) (l : ℕ) {u X : ℝ → ℝ} {r₀ d s : ℝ}
    (hu : HasDerivAt u d r₀) (hr : 0 < r₀) (h0 : u r₀ = 0) (hd : d ≠ 0)
    (hs : HasDerivAt (source u X) s r₀) (hs0 : source u X r₀ = 0) :
    Tendsto (invertedPotential e l u X) (𝓝[≠] r₀)
      (𝓝 (e - l * (l + 1) / (2 * r₀ ^ 2) + s / d)) := by
  have h2 : 2 * r₀ ^ 2 ≠ 0 := by positivity
  have hb : ContinuousAt (fun r : ℝ => e - (l : ℝ) * (l + 1) / (2 * r ^ 2)) r₀ :=
    continuousAt_const.sub (continuousAt_const.div (by fun_prop) h2)
  -- the two simple zeros cancel
  refine ((hb.tendsto.mono_left nhdsWithin_le_nhds).add
    ((slope_at_node hs hs0).div (slope_at_node hu h0) hd)).congr' ?_
  filter_upwards [self_mem_nhdsWithin] with r hr'
  have hne : r - r₀ ≠ 0 := sub_ne_zero.2 hr'
  simp only [Pi.div_apply, invertedPotential]
  rw [div_div_div_cancel_right₀ hne]
  ring

/-- When `u''/2 - X` is differentiable at a simple node, the inverted potential is bounded near
the node exactly when `u''/2 - X` vanishes at it. -/
theorem invertedPotential_bounded_iff (e : ℝ) (l : ℕ) {u X : ℝ → ℝ} {r₀ : ℝ}
    (hu : ContDiffOn ℝ 2 u (Ioi 0)) (hr : 0 < r₀) (h0 : u r₀ = 0) (hd : deriv u r₀ ≠ 0)
    (hs : DifferentiableAt ℝ (source u X) r₀) :
    (∃ C, ∀ᶠ r in 𝓝[≠] r₀, |invertedPotential e l u X r| ≤ C) ↔ source u X r₀ = 0 := by
  obtain ⟨h1, -, h3⟩ := orbital_regular hu hr
  constructor
  · rintro ⟨C, hC⟩
    by_contra hne
    have hX : ContinuousAt X r₀ := by
      refine ((h3.div_const 2).sub hs.continuousAt).congr (Eventually.of_forall fun r => ?_)
      simp [source]
    have ht := invertedPotential_unbounded e l hu hX hr h0 hd hne
    obtain ⟨r, hr1, hr2⟩ := ((ht.eventually_gt_atTop C).and hC).exists
    exact absurd hr2 (not_le_of_gt hr1)
  · intro hs0
    have ht := (invertedPotential_finite_limit e l h1 hr h0 hd hs.hasDerivAt hs0).abs
    exact ⟨_, (ht.eventually_lt_const (lt_add_one _)).mono fun r h => h.le⟩

/-- For the function `u = r - r²` without interaction term, `(r - 1) V(r)` tends to one at the node
`r = 1`. -/
theorem parabolic_orbital_residue (e : ℝ) (l : ℕ) :
    Tendsto (fun r => (r - 1) * invertedPotential e l (fun x => x - x ^ 2) (fun _ => 0) r)
      (𝓝[≠] 1) (𝓝 1) := by
  have h1 : deriv (fun x : ℝ => x - x ^ 2) = fun x => 1 - 2 * x := funext fun x =>
    (((hasDerivAt_id' x).fun_sub (hasDerivAt_pow 2 x)).congr_deriv (by norm_num)).deriv
  have h2 : deriv (fun x : ℝ => 1 - 2 * x) = fun _ => -2 := funext fun x =>
    (((hasDerivAt_const x (1 : ℝ)).fun_sub ((hasDerivAt_id' x).const_mul 2)).congr_deriv
      (by norm_num)).deriv
  have hv : source (fun x => x - x ^ 2) (fun _ => 0) 1 / deriv (fun x : ℝ => x - x ^ 2) 1
      = 1 := by
    simp only [source, h1, h2]
    norm_num
  have hc : ContDiff ℝ 2 (fun x : ℝ => x - x ^ 2) := by fun_prop
  have key := invertedPotential_residue e l (X := fun _ => 0) (r₀ := 1) hc.contDiffOn
    continuousAt_const one_pos (by norm_num) (by rw [h1]; norm_num)
  rw [hv] at key
  exact key

end

end ShapeConsistentNode
```

```lean
#print axioms ShapeConsistentNode.logDerivative_at_node
-- 'ShapeConsistentNode.logDerivative_at_node' depends on axioms: [propext, Classical.choice, Quot.sound]
#print axioms ShapeConsistentNode.invertedPotential_finite_limit
-- 'ShapeConsistentNode.invertedPotential_finite_limit' depends on axioms: [propext, Classical.choice, Quot.sound]
#print axioms ShapeConsistentNode.invertedPotential_bounded_iff
-- 'ShapeConsistentNode.invertedPotential_bounded_iff' depends on axioms: [propext, Classical.choice, Quot.sound]
#print axioms ShapeConsistentNode.parabolic_orbital_residue
-- 'ShapeConsistentNode.parabolic_orbital_residue' depends on axioms: [propext, Classical.choice, Quot.sound]
```

## What the theorems say about orbitals and potentials

The orbital and the interaction term are real functions `u X : ℝ → ℝ`, the angular momentum is a natural number `l`, and the energy `e` is any real number. The source \(S\) is `source u X`, and \(V\) is `invertedPotential e l u X`. The factors of one half fix atomic units, and \(u\) is the radial function already multiplied by \(r\), so its kinetic term is just \(-u''/2\).

The hypothesis `ContDiffOn ℝ 2 u (Ioi 0)` says that \(u\) is twice continuously differentiable for \(r>0\); nothing is asked of it at the origin. The interaction term needs only `ContinuousAt X r₀`, continuity at the node itself. A simple node is expressed by `u r₀ = 0` together with `deriv u r₀ ≠ 0`. The general theorems on \(V\) at a node also assume `0 < r₀`, even where a docstring says only "simple node". This excludes the origin, where radial functions normally vanish too and where the centrifugal term is singular for \(l>0\).

Limits along `𝓝[≠] r₀` approach the node from both sides without touching it, while `𝓝[>] r₀` and `𝓝[<] r₀` approach from the right and the left. Lean assigns a value to division by zero, so `invertedPotential` has some value at the node, but none of these limits sees it.

With these readings, `invertedPotential_residue` gives the limit of \((r-r_0)V\), `invertedPotential_unbounded` says that \(|V|\to\infty\) when \(S(r_0)\neq0\), and `logDerivative_at_node` contains both one-sided limits of \(u'/u\). The theorem `invertedPotential_bounded_iff` is the equivalence for a twice continuously differentiable orbital and a source differentiable at the node; its left side asks for one constant \(C\) with \(|V|\le C\) at all nearby radii other than \(r_0\).

The model treats \(X\) as a given function. In an effective core potential it stands for the valence Coulomb and exchange terms acting on the orbital, and so depends on the orbitals themselves; that dependence is not represented. Normalisation, boundary conditions and matching to an all-electron orbital outside a core radius are absent as well. Nodes of higher order, where \(u'(r_0)=0\), are not treated.

## How the proof follows the limits

`invertedPotential_solves` is the substitution into the radial equation. It cancels \(u\) in \((S/u)\,u\), and `linear_combination` does the remaining algebra.

`slope_at_node` rewrites the derivative as the limit of a difference quotient and uses the zero of the function to simplify it. It is applied to \(u\) throughout, and to \(S\) as well when the source vanishes. `node_isolated` draws the conclusion that \(u\neq0\) at nearby radii, so the radial equation does hold there with the inverted potential. `orbital_regular` extracts from the \(C^2\) hypothesis the derivative of \(u\) at \(r_0\) and the continuity of \(u'\) and \(u''\).

In `invertedPotential_residue`, `hs` is the continuity of the source, `hb` that of the background \(e-l(l+1)/(2r^2)\), and `hz` the limit \(r-r_0\to0\). The step `key` adds the limits of the two terms in the decomposition above, and the last lines identify their sum with \((r-r_0)V\).

`invertedPotential_unbounded` takes absolute values in that limit and multiplies by \(1/|r-r_0|\). The lemma `Tendsto.pos_mul_atTop` supplies the rule that a positive limit times a quantity tending to \(+\infty\) tends to \(+\infty\).

In `logDerivative_at_node`, `hone` is the limit of the first factor to 1 and `heq` is the factorisation of \(u'/u\). The two sides are then handled separately, since \(1/(r-r_0)\) tends to \(+\infty\) on one and to \(-\infty\) on the other.

`invertedPotential_finite_limit` divides the slope limit of \(S\) by that of \(u\) and cancels the common factor \(r-r_0\). For `invertedPotential_bounded_iff`, one direction assumes a bound \(C\) and a nonzero source. The continuity of \(X\) is recovered from \(X=u''/2-S\), so \(|V|\) must exceed \(C\) arbitrarily close to the node, which is a contradiction. The other direction reads a bound off the finite limit.

Finally, `parabolic_orbital_residue` computes the two derivatives of \(r-r^2\) and applies the general limit at \(r_0=1\). It confirms the value 1 of the opening example for every \(e\) and \(l\), because the centrifugal term is finite at the node and does not affect the strength of the singularity.
